# Convex DIIS weights are optimal exactly when every stored error has overlap at least ‖r‖² with the residual r

Direct inversion in the iterative subspace (DIIS) combines stored iterates, such as Fock matrices, with coefficients chosen to make the same combination of their error vectors, the residual, short. In convex DIIS the admissible coefficients are nonnegative and sum to one. This convex form is treated here as a minimisation over coefficients, and a solution is defined by what it achieves: no other admissible set of coefficients gives a shorter residual. The overlap inequalities in the title are then a theorem about solutions and not part of their definition.

The same problem could be modelled geometrically, as a search for the shortest vector in the convex hull of the stored errors. That would give the same optimal residual and the same inequalities. The coefficients would disappear from the statement, however, and with them the claim about which stored vectors carry weight. Since a DIIS program computes coefficients, they are kept.

## Error vectors, weights and the residual

Let $e_i$ be error vectors labelled by a finite set $\iota$, in a real inner product space $V$. In a self-consistent field calculation, $e_i$ can be the commutator error of iteration $i$, flattened to a real vector. The space $V$ may have any dimension, and the errors may be linearly dependent or repeated.

In Lean 4 with Mathlib:

```lean
import Mathlib

open Finset

namespace ConvexDIIS

noncomputable section

variable {ι V : Type*} [Fintype ι] [NormedAddCommGroup V] [InnerProductSpace ℝ V]
```

For real coefficients $c_i$ the extrapolated residual is
$$r_c=\sum_i c_i e_i .$$

```lean
/-- The extrapolated residual: the stored error vectors `e i` combined with coefficients `c i`. -/
def residual (e : ι → V) (c : ι → ℝ) : V := ∑ i, c i • e i
```

The function `residual` accepts any real coefficients, including negative ones. Below, $r$ without a subscript means $r_c$ for the coefficients $c$ under discussion.

Convex DIIS admits only coefficients with $c_i\ge 0$ and $\sum_i c_i=1$. A solution $c$ is admissible and satisfies $\|r_c\|\le\|r_d\|$ for every admissible $d$.

```lean
/-- `c` solves the convex DIIS problem: it is nonnegative, sums to one, and gives the smallest
residual norm among all such coefficients. -/
def IsConvexDIIS (e : ι → V) (c : ι → ℝ) : Prop :=
  c ∈ stdSimplex ℝ ι ∧ ∀ d ∈ stdSimplex ℝ ι, ‖residual e c‖ ≤ ‖residual e d‖
```

The set `stdSimplex ℝ ι` contains exactly the admissible coefficients. Ordinary DIIS keeps the condition on the sum but allows negative coefficients, so with two or more stored errors it minimises over a larger set.

## Pure weights and mixtures

Putting the whole weight on iterate $j$ means $c_i=\delta_{ij}$. These numbers are nonnegative and sum to one, and
$$\sum_i\delta_{ij}e_i=e_j .$$

```lean
/-- Putting all the weight on iterate `j` is admissible and returns its error vector. -/
theorem residual_pure [DecidableEq ι] (e : ι → V) (j : ι) :
    (fun i => if i = j then (1 : ℝ) else 0) ∈ stdSimplex ℝ ι ∧
      residual e (fun i => if i = j then (1 : ℝ) else 0) = e j := by
  refine ⟨⟨fun i => ?_, by simp⟩, by simp [residual, ite_smul]⟩
  dsimp only
  split_ifs <;> norm_num
```

Each stored error is therefore itself an admissible residual.

The residual is linear in the coefficients. Mixing $c$ and $d$ in the proportion $1-t$ to $t$ gives
$$\sum_i\big[(1-t)c_i+t d_i\big]e_i=(1-t)\,r_c+t\,r_d .$$

```lean
/-- Mixing two sets of coefficients linearly mixes their residuals in the same proportion. -/
theorem residual_mix (e : ι → V) (c d : ι → ℝ) (t : ℝ) :
    residual e (fun i => (1 - t) * c i + t * d i)
      = (1 - t) • residual e c + t • residual e d := by
  simp only [residual, add_smul, mul_smul, Finset.sum_add_distrib, Finset.smul_sum]
```

Linearity also carries over to overlaps. For any vector $x$,
$$\langle r_d,x\rangle=\sum_i d_i\langle e_i,x\rangle .$$

```lean
/-- The overlap of a residual with any vector is the weighted sum of the overlaps of the
stored error vectors. -/
theorem inner_residual (e : ι → V) (d : ι → ℝ) (x : V) :
    inner ℝ (residual e d) x = ∑ i, d i * inner ℝ (e i) x := by
  simp only [residual, sum_inner, real_inner_smul_left]
```

With $x=r_c$, this turns information about the individual stored errors into information about any mixture of them.

## A small overlap gives a descent direction

Suppose that some vector $v$ has $\langle v,r\rangle<\|r\|^2$. Set
$$a=\|r\|^2-\langle v,r\rangle>0,\qquad s=\|v-r\|^2\ge 0 .$$
Mixing a fraction $t$ of $v$ into $r$ gives $(1-t)r+tv=r+t(v-r)$, whose squared length is
$$\|r\|^2+2t\langle r,v-r\rangle+t^2\|v-r\|^2=\|r\|^2-2ta+t^2s .$$
The linear term lowers the length and the quadratic term raises it. Take $t=a/(a+s)$, which lies in $(0,1]$. Then $t(a+s)=a$, so $t^2s=ta-t^2a$, and the squared length becomes
$$\|r\|^2-2ta+ta-t^2a=\|r\|^2-ta-t^2a<\|r\|^2 .$$

```lean
/-- If the overlap of `v` with `r` is below `‖r‖²`, then mixing some positive fraction of `v`
into `r` shortens it. -/
theorem exists_mixing_descent (r v : V) (h : inner ℝ v r < ‖r‖ ^ 2) :
    ∃ t : ℝ, 0 < t ∧ t ≤ 1 ∧ ‖(1 - t) • r + t • v‖ < ‖r‖ := by
  -- the squared norm is a quadratic polynomial in the mixing fraction
  have expand : ∀ t : ℝ, ‖(1 - t) • r + t • v‖ ^ 2
      = ‖r‖ ^ 2 - 2 * t * (‖r‖ ^ 2 - inner ℝ v r) + t ^ 2 * ‖v - r‖ ^ 2 := by
    intro t
    rw [norm_add_sq_real, norm_sub_sq_real, norm_smul, norm_smul, mul_pow, mul_pow,
      Real.norm_eq_abs, Real.norm_eq_abs, sq_abs, sq_abs, real_inner_smul_left,
      real_inner_smul_right, real_inner_comm r v]
    ring
  obtain ⟨a, ha⟩ : ∃ a, a = ‖r‖ ^ 2 - inner ℝ v r := ⟨_, rfl⟩
  obtain ⟨s, hs⟩ : ∃ s, s = ‖v - r‖ ^ 2 := ⟨_, rfl⟩
  have ha0 : 0 < a := by linarith
  have hs0 : 0 ≤ s := by rw [hs]; positivity
  have has : 0 < a + s := by linarith
  -- a step short enough for the linear decrease to win
  obtain ⟨t, ht⟩ : ∃ t, t = a / (a + s) := ⟨_, rfl⟩
  have ht0 : 0 < t := by rw [ht]; positivity
  have ht1 : t ≤ 1 := by rw [ht, div_le_one has]; linarith
  have hts : t * (a + s) = a := by rw [ht]; exact div_mul_cancel₀ a has.ne'
  refine ⟨t, ht0, ht1, lt_of_pow_lt_pow_left₀ 2 (norm_nonneg _) ?_⟩
  rw [expand t, ← ha, ← hs]
  have h1 : t ^ 2 * s = t * a - t ^ 2 * a := by linear_combination t * hts
  have h2 : 0 < t * a := by positivity
  have h3 : 0 < t ^ 2 * a := by positivity
  linarith
```

In the proof, `expand` is the quadratic polynomial in $t$, `hts` is the relation $t(a+s)=a$, and `h1` is its consequence for $t^2s$. The facts `h2` and `h3` say that $ta$ and $t^2a$ are positive, and `linarith` combines them. The comparison is made between squares and passed back to norms by `lt_of_pow_lt_pow_left₀`. The chosen $t$ is never the best step. It is a step that always shortens $r$ and never exceeds one, so if $r$ and $v$ are residuals of admissible coefficients, the mixture is one too.

## Overlap inequalities with a tolerance

Now suppose that all the overlaps are large enough, up to a tolerance $\varepsilon$:
$$\langle e_j,r\rangle\ge\|r\|^2-\varepsilon\quad\text{for every } j .$$
Let $d$ be any admissible coefficients. Multiplying the $j$-th inequality by $d_j\ge 0$ and summing, with $\sum_j d_j=1$, gives
$$\langle r_d,r\rangle\ge\|r\|^2-\varepsilon .$$
Insert this into the expansion of the squared distance:
$$\|r_d-r\|^2=\|r_d\|^2-2\langle r_d,r\rangle+\|r\|^2\le\|r_d\|^2-\|r\|^2+2\varepsilon .$$
Rearranged, this is
$$\|r\|^2+\|r_d-r\|^2\le\|r_d\|^2+2\varepsilon .$$

```lean
/-- If every stored error vector has overlap at least `‖r‖² - ε` with the current residual `r`, then
`‖r‖²` plus the squared distance from `r` to any convex residual exceeds the squared norm of that
residual by at most `2ε`. -/
theorem residual_gap (e : ι → V) (c : ι → ℝ) {d : ι → ℝ} (hd : d ∈ stdSimplex ℝ ι) {ε : ℝ}
    (h : ∀ j, ‖residual e c‖ ^ 2 - ε ≤ inner ℝ (e j) (residual e c)) :
    ‖residual e c‖ ^ 2 + ‖residual e d - residual e c‖ ^ 2
      ≤ ‖residual e d‖ ^ 2 + 2 * ε := by
  -- average the inequalities with the weights `d`
  have havg : ‖residual e c‖ ^ 2 - ε ≤ inner ℝ (residual e d) (residual e c) := by
    rw [inner_residual]
    calc ‖residual e c‖ ^ 2 - ε = ∑ i, d i * (‖residual e c‖ ^ 2 - ε) := by
          rw [← Finset.sum_mul, hd.2, one_mul]
      _ ≤ _ := Finset.sum_le_sum fun i _ => mul_le_mul_of_nonneg_left (h i) (hd.1 i)
  rw [norm_sub_sq_real]
  linarith
```

The averaged inequality is `havg`. Its `calc` block first writes the constant $\|r\|^2-\varepsilon$ as a weighted sum and then compares the two sums term by term.

This bound can serve as a stopping test for an iterative solver of the small coefficient problem. For admissible $c$, the smallest tolerance that satisfies the hypothesis is $\varepsilon=\|r\|^2-\min_j\langle e_j,r\rangle$, which needs only inner products of stored errors. The squared residual norm then lies within $2\varepsilon$ of the best value that convex weights can reach with this history. The tolerance has the units of a squared error.

## The optimality conditions

Let $c$ be admissible. The main result has two parts. First, $c$ is a solution if and only if
$$\langle e_j,r\rangle\ge\|r\|^2\quad\text{for every } j .$$
Second, if $c$ is a solution, then equality holds for every $j$ with $c_j>0$.

*Necessity.* Suppose that $c$ is a solution but $\langle e_j,r\rangle<\|r\|^2$ for some $j$. By the descent step with $v=e_j$, some mixture $(1-t)r+te_j$ is shorter than $r$. It is the residual of the coefficients $(1-t)c_i+t\delta_{ij}$, which are admissible because the simplex is convex. This contradicts the minimality of $c$.

*Sufficiency.* If all the inequalities hold, the tolerance bound with $\varepsilon=0$ gives $\|r\|^2+\|r_d-r\|^2\le\|r_d\|^2$ for every admissible $d$. Dropping the squared distance leaves $\|r\|\le\|r_d\|$.

*Equality on the used vectors.* At a solution, each slack $\sigma_j=\langle e_j,r\rangle-\|r\|^2$ is nonnegative. Their weighted sum is
$$\sum_j c_j\sigma_j=\langle r,r\rangle-\|r\|^2=0 .$$
A sum of nonnegative terms vanishes only if every term does, so $c_j\sigma_j=0$ for each $j$. Where $c_j>0$, this forces $\sigma_j=0$.

```lean
/-- Optimality conditions of convex DIIS: admissible coefficients minimise the residual norm if
and only if every stored error vector has overlap at least `‖r‖²` with the residual `r`, and at a
minimum the overlap equals `‖r‖²` for every vector with positive weight. -/
theorem isConvexDIIS_iff (e : ι → V) {c : ι → ℝ} (hc : c ∈ stdSimplex ℝ ι) :
    (IsConvexDIIS e c ↔ ∀ j, ‖residual e c‖ ^ 2 ≤ inner ℝ (e j) (residual e c)) ∧
    (IsConvexDIIS e c → ∀ j, 0 < c j →
      inner ℝ (e j) (residual e c) = ‖residual e c‖ ^ 2) := by
  classical
  have necessary : IsConvexDIIS e c →
      ∀ j, ‖residual e c‖ ^ 2 ≤ inner ℝ (e j) (residual e c) := by
    intro hmin j
    by_contra hlt
    -- otherwise admixing iterate `j` would lower the residual
    obtain ⟨t, ht0, ht1, hdesc⟩ := exists_mixing_descent _ _ (not_le.1 hlt)
    obtain ⟨hp, hpe⟩ := residual_pure e j
    have hmem := (convex_stdSimplex ℝ ι) hc hp (sub_nonneg.2 ht1) ht0.le (by ring)
    have hle := hmin.2 _ hmem
    have hmix := residual_mix e c (fun i => if i = j then (1 : ℝ) else 0) t
    rw [hpe] at hmix
    rw [← hmix] at hdesc
    exact absurd hdesc (not_lt_of_ge hle)
  refine ⟨⟨necessary, fun h => ⟨hc, fun d hd => ?_⟩⟩, fun hmin j hj => ?_⟩
  · have hgap := residual_gap e c hd (ε := 0) (fun j => by linarith [h j])
    refine le_of_sq_le_sq ?_ (norm_nonneg _)
    linarith [sq_nonneg ‖residual e d - residual e c‖]
  · -- the weighted slacks are nonnegative and add up to zero
    have hsum : ∑ i, c i * (inner ℝ (e i) (residual e c) - ‖residual e c‖ ^ 2) = 0 := by
      simp only [mul_sub, Finset.sum_sub_distrib, ← Finset.sum_mul]
      rw [← inner_residual, hc.2, real_inner_self_eq_norm_sq]
      ring
    have hzero := (Finset.sum_eq_zero_iff_of_nonneg fun i _ =>
      mul_nonneg (hc.1 i) (sub_nonneg.2 (necessary hmin i))).1 hsum j (Finset.mem_univ j)
    exact sub_eq_zero.1 ((mul_eq_zero.1 hzero).resolve_left hj.ne')
```

The hypothesis `hc` states that $c$ is admissible. The theorem then joins the equivalence and the equality statement with `∧`. In the proof, `necessary` is the first argument. It obtains admissibility of the mixed coefficients from `convex_stdSimplex` and identifies their residual with `residual_mix` and `residual_pure`. The first bullet is sufficiency, where `residual_gap` is applied with `ε := 0`. In the second bullet, `hsum` is the vanishing weighted sum and `hzero` extracts its $j$-th term.

Geometrically, at a solution with $r\neq 0$, the plane through $r$ perpendicular to $r$ has no stored error on the side of the origin, and every vector with positive weight lies on the plane. A vector with zero weight may lie on it too, for example a duplicate of one that is used.

For self-consistent field acceleration, the conditions let one verify a set of convex DIIS weights without rerunning the optimiser, for one fixed, finite history of errors. They do not address whether the outer iteration converges, or whether the true error at the mixed density or Fock matrix equals the linear combination $r$.

## One optimal residual, possibly many sets of weights

Let $c$ and $d$ both be solutions. The inequalities hold for $c$, so the bound with $\varepsilon=0$ gives
$$\|r_c\|^2+\|r_d-r_c\|^2\le\|r_d\|^2 .$$
Since $d$ is also a solution, $\|r_d\|\le\|r_c\|$. Together these give $\|r_d-r_c\|^2\le 0$, and therefore $r_d=r_c$.

```lean
/-- Any two solutions of the convex DIIS problem give the same residual vector. -/
theorem optimal_residual_unique (e : ι → V) {c d : ι → ℝ}
    (hc : IsConvexDIIS e c) (hd : IsConvexDIIS e d) : residual e c = residual e d := by
  have h := (isConvexDIIS_iff e hc.1).1.1 hc
  have hgap := residual_gap e c hd.1 (ε := 0) (fun j => by linarith [h j])
  have hle := pow_le_pow_left₀ (norm_nonneg _) (hd.2 c hc.1) 2
  have hz : ‖residual e d - residual e c‖ ^ 2 = 0 :=
    le_antisymm (by linarith) (sq_nonneg _)
  exact (sub_eq_zero.1 (norm_eq_zero.1 (pow_eq_zero_iff two_ne_zero |>.1 hz))).symm
```

The weights themselves may differ. If the same error vector is stored twice, its weight can be divided between the two copies in any proportion. The residual is unaffected by such a choice, although the extrapolated Fock matrix can depend on it if the two iterates differ.

## Existence for a nonempty history

The admissible coefficients form a closed and bounded set in a finite-dimensional space, hence a compact one, and $c\mapsto\|r_c\|$ is continuous. If at least one error vector is stored, the set is nonempty, because it contains a pure weight. A continuous function on a nonempty compact set attains its minimum, so a solution exists.

```lean
/-- For every nonempty history of error vectors the convex DIIS problem has a solution. -/
theorem exists_isConvexDIIS [Nonempty ι] (e : ι → V) : ∃ c, IsConvexDIIS e c := by
  classical
  have hcomp : IsCompact (stdSimplex ℝ ι) := by apply isCompact_stdSimplex
  have hcont : Continuous fun c : ι → ℝ => ‖residual e c‖ := by
    unfold residual
    fun_prop
  obtain ⟨c, hc, hmin⟩ := hcomp.exists_isMinOn
    ⟨_, (residual_pure e (Classical.arbitrary ι)).1⟩ hcont.continuousOn
  exact ⟨c, hc, fun d hd => hmin hd⟩
```

Compactness is needed only for the coefficients, so $V$ may be infinite-dimensional and need not be complete. The assumption `[Nonempty ι]` excludes the empty history, for which no coefficients can sum to one. The proof takes the minimiser from `IsCompact.exists_isMinOn` and gives no algorithm for computing it.

## Two errors on a line

Take $V=\mathbb R$ with errors $e_0=1$ and $e_1=2$. For the weights $c=(1,0)$ the residual is $r=1$, and the overlaps are
$$\langle e_0,r\rangle=1=\|r\|^2,\qquad \langle e_1,r\rangle=2>\|r\|^2 .$$
Both inequalities hold, so $c$ is a solution. The inequality is strict for the unused vector. The coefficients $(2,-1)$ also sum to one, and they give
$$2\cdot 1-1\cdot 2=0 .$$

```lean
/-- For the one-dimensional errors 1 and 2, the weights 1 and 0 solve the convex DIIS problem, the
overlap inequality is strict for the second, and the coefficients 2 and -1 give zero residual. -/
theorem strict_inequality_example :
    IsConvexDIIS (![1, 2] : Fin 2 → ℝ) ![1, 0] ∧
    ‖residual (![1, 2] : Fin 2 → ℝ) ![1, 0]‖ ^ 2
      < inner ℝ ((![1, 2] : Fin 2 → ℝ) 1) (residual (![1, 2] : Fin 2 → ℝ) ![1, 0]) ∧
    residual (![1, 2] : Fin 2 → ℝ) ![2, -1] = 0 := by
  have hr : residual (![1, 2] : Fin 2 → ℝ) ![1, 0] = 1 := by
    simp [residual, Fin.sum_univ_two]
  have hc : (![1, 0] : Fin 2 → ℝ) ∈ stdSimplex ℝ (Fin 2) :=
    ⟨fun i => by fin_cases i <;> simp, by simp [Fin.sum_univ_two]⟩
  refine ⟨(isConvexDIIS_iff _ hc).1.2 fun j => ?_, ?_, ?_⟩
  · rw [hr]
    fin_cases j <;> norm_num
  · rw [hr]
    norm_num
  · norm_num [residual, Fin.sum_univ_two]

end

end ConvexDIIS
```

The notation `![1, 2]` lists the two errors, with indices 0 and 1. Optimality of `![1, 0]` follows from the sufficiency direction of `isConvexDIIS_iff`, and the other two claims are arithmetic.

The example shows the cost of nonnegative weights. Both errors lie on the same side of zero, and a convex mixture can only interpolate between them, whereas coefficients of either sign can extrapolate to zero residual.

```lean
#print axioms ConvexDIIS.isConvexDIIS_iff
-- 'ConvexDIIS.isConvexDIIS_iff' depends on axioms: [propext, Classical.choice, Quot.sound]
#print axioms ConvexDIIS.optimal_residual_unique
-- 'ConvexDIIS.optimal_residual_unique' depends on axioms: [propext, Classical.choice, Quot.sound]
#print axioms ConvexDIIS.exists_isConvexDIIS
-- 'ConvexDIIS.exists_isConvexDIIS' depends on axioms: [propext, Classical.choice, Quot.sound]
#print axioms ConvexDIIS.strict_inequality_example
-- 'ConvexDIIS.strict_inequality_example' depends on axioms: [propext, Classical.choice, Quot.sound]
```
